# Full orthogonalisation amplifies the operator norm of a Fock-matrix error by at most the inverse of the smallest overlap eigenvalue

Suppose that integral screening leaves an error of operator norm 10⁻⁸ in the Fock matrix, and that the SCF cycle tests convergence at 10⁻⁶ in an orthonormal basis. If the smallest eigenvalue of the overlap matrix is 10⁻⁵, the transformation to that basis can raise the error to 10⁻³, a thousand times the threshold. The cycle may then stall on noise, or stop at orbitals that the noise has spoiled.

## The bound and the tolerance it sets

Let S be the overlap matrix, s its smallest eigenvalue, and X a square matrix with XᴴSX = 1. Let E be the error of the Fock matrix in the atomic-orbital basis; it is a matrix, not an energy. In the Euclidean operator norm,

‖XᴴEX‖ ≤ ‖E‖/s, with equality at E = 1.

Hence, for ε ≥ 0, all errors with ‖E‖ ≤ ε satisfy ‖XᴴEX‖ ≤ τ exactly when

ε ≤ sτ.

Here ε and τ are tolerances, not orbital energies.

## Where an SCF code meets the factor 1/s

A common scheme for Hartree–Fock or Kohn–Sham calculations in a finite, non-orthogonal basis diagonalises S, forms X (for example S^(−1/2)), and diagonalises F′ = XᴴFX in each cycle. An error E in F, from screening, density fitting or a quadrature grid, enters F′ as XᴴEX. With s = 10⁻⁵ and τ = 10⁻⁶, a guarantee for every possible error needs ‖E‖ ≤ 10⁻¹¹.

The DIIS residual FPS − SPF, with P the density matrix, obeys the same bound when it is transformed with X, since E need not be Hermitian.

## Derivation

Put Z = XᴴS. Then ZX = 1, and XZ = 1 because the matrices are square. Therefore

ZᴴZ = ZᴴXᴴS = (XZ)ᴴS = S.

So S is Hermitian, and v†Sv = ‖Zv‖² > 0 for v ≠ 0, since Z is invertible. For an eigenvector v of s this reads s‖v‖² > 0, so s > 0.

Expand any v in orthonormal eigenvectors of S, with coefficients cₖ and eigenvalues sₖ ≥ s:

v†Sv = Σₖ sₖ|cₖ|² ≥ s‖v‖².

With v = Xx this becomes

s‖Xx‖² ≤ x†XᴴSXx = ‖x‖²,

so ‖X‖² ≤ 1/s. For the reverse, take Sv = sv with v ≠ 0. From XXᴴS = 1 follows v = s XXᴴv, hence

‖v‖ ≤ s‖XXᴴ‖‖v‖ ≤ s‖X‖²‖v‖,

so ‖X‖² ≥ 1/s. Together, ‖X‖² = 1/s. The bound follows:

‖XᴴEX‖ ≤ ‖Xᴴ‖‖E‖‖X‖ = ‖E‖‖X‖² = ‖E‖/s.

At E = 1 the left side is ‖XᴴX‖ = ‖X‖² = 1/s, and ‖1‖ = 1, which gives equality.

If ε ≤ sτ, every allowed error obeys ‖XᴴEX‖ ≤ ε/s ≤ τ. Conversely, the allowed error E = ε1 has transformed norm ε/s, so ε/s ≤ τ is necessary.

For two normalised functions with overlap σ, 0 ≤ σ < 1, the eigenvalues of S are 1 + σ and 1 − σ. The columns of X are (1, 1)/√(2(1 + σ)) and (1, −1)/√(2(1 − σ)), and the transformed identity has norm 1/(1 − σ). At σ = 0.99 the factor is 100.

## Lean source

```lean
import Mathlib

open Matrix
open scoped ComplexOrder Matrix.Norms.L2Operator

namespace FockNoiseAmplification

noncomputable section

variable {𝕜 n : Type*} [RCLike 𝕜] [Fintype n] [DecidableEq n]

/-- The real eigenvalues of a square matrix: numbers `μ` with `S v = μ v` for a nonzero `v`. -/
def realEigenvalues (S : Matrix n n 𝕜) : Set ℝ :=
  {μ | ∃ v : n → 𝕜, v ≠ 0 ∧ S *ᵥ v = (μ : 𝕜) • v}

omit [DecidableEq n] in
/-- The product `v† v` is the squared Euclidean norm of the coefficient vector `v`. -/
theorem re_star_dot (v : n → 𝕜) :
    RCLike.re (star v ⬝ᵥ v) = ‖(WithLp.toLp 2 v : EuclideanSpace 𝕜 n)‖ ^ 2 := by
  rw [EuclideanSpace.norm_sq_eq]
  simp only [dotProduct, Pi.star_apply, map_sum]
  refine Finset.sum_congr rfl fun i _ => ?_
  rw [RCLike.star_def, RCLike.conj_mul, ← RCLike.ofReal_pow, RCLike.ofReal_re]

/-- A matrix `S` that some square `X` brings to the identity, `Xᴴ S X = 1`, is
positive definite. -/
theorem overlap_posDef {S X : Matrix n n 𝕜} (hX : Xᴴ * S * X = 1) : S.PosDef := by
  have h1 : X * (Xᴴ * S) = 1 := mul_eq_one_comm.1 hX
  -- `Z = Xᴴ S` is the inverse of `X`, and `S = Zᴴ Z`
  have hZ : (Xᴴ * S)ᴴ * (Xᴴ * S) = S := by
    rw [← Matrix.mul_assoc, ← Matrix.conjTranspose_mul, h1, Matrix.conjTranspose_one,
      Matrix.one_mul]
  have hH : S.IsHermitian := by
    rw [← hZ]
    exact Matrix.isHermitian_conjTranspose_mul_self _
  refine Matrix.posDef_iff_dotProduct_mulVec.2 ⟨hH, fun x hx => ?_⟩
  have e : star x ⬝ᵥ S *ᵥ x = star ((Xᴴ * S) *ᵥ x) ⬝ᵥ ((Xᴴ * S) *ᵥ x) := by
    rw [Matrix.star_mulVec, ← Matrix.dotProduct_mulVec, Matrix.mulVec_mulVec, hZ]
  rw [e]
  refine lt_of_le_of_ne (dotProduct_star_self_nonneg _) fun h => hx ?_
  have h0 := dotProduct_star_self_eq_zero.1 h.symm
  rw [← Matrix.one_mulVec x, ← h1, ← Matrix.mulVec_mulVec, h0, Matrix.mulVec_zero]

omit [DecidableEq n] in
/-- Every real eigenvalue of a positive definite overlap matrix is positive. -/
theorem eigenvalue_pos {S : Matrix n n 𝕜} (hS : S.PosDef) {s : ℝ}
    (hs : s ∈ realEigenvalues S) : 0 < s := by
  obtain ⟨v, hv, hSv⟩ := hs
  have h := (RCLike.pos_iff.1 (hS.dotProduct_mulVec_pos hv)).1
  rw [hSv, dotProduct_smul, smul_eq_mul, RCLike.re_ofReal_mul, re_star_dot] at h
  exact pos_of_mul_pos_left h (sq_nonneg _)

/-- Rayleigh bound: for Hermitian `S` with smallest eigenvalue `s`, `s ‖v‖² ≤ v† S v`. -/
theorem rayleigh_bound {S : Matrix n n 𝕜} (hS : S.IsHermitian) {s : ℝ}
    (hs : IsLeast (realEigenvalues S) s) (v : n → 𝕜) :
    s * ‖(WithLp.toLp 2 v : EuclideanSpace 𝕜 n)‖ ^ 2 ≤ RCLike.re (star v ⬝ᵥ S *ᵥ v) := by
  have hA : (S - (s : 𝕜) • (1 : Matrix n n 𝕜)).IsHermitian :=
    hS.sub (by simp [Matrix.IsHermitian, Matrix.conjTranspose_smul])
  -- each eigenvalue of `S - s` is an eigenvalue of `S` lowered by `s`
  have hpsd : (S - (s : 𝕜) • (1 : Matrix n n 𝕜)).PosSemidef := by
    refine hA.posSemidef_iff_eigenvalues_nonneg.2 fun i => ?_
    have hi := hA.mulVec_eigenvectorBasis i
    rw [Matrix.sub_mulVec, Matrix.smul_mulVec, Matrix.one_mulVec] at hi
    have hmem : s + hA.eigenvalues i ∈ realEigenvalues S := by
      refine ⟨(hA.eigenvectorBasis i).ofLp, fun h0 => ?_, ?_⟩
      · apply hA.eigenvectorBasis.orthonormal.ne_zero i
        ext j
        exact congrFun h0 j
      · ext j
        have hj := congrFun hi j
        simp only [Pi.sub_apply, Pi.smul_apply, smul_eq_mul,
          RCLike.real_smul_eq_coe_mul] at hj
        simp only [Pi.smul_apply, smul_eq_mul, RCLike.ofReal_add]
        linear_combination hj
    have hle := hs.2 hmem
    change 0 ≤ hA.eigenvalues i
    linarith
  have h := (RCLike.nonneg_iff.1 (hpsd.dotProduct_mulVec_nonneg v)).1
  rw [Matrix.sub_mulVec, Matrix.smul_mulVec, Matrix.one_mulVec, dotProduct_sub,
    dotProduct_smul, smul_eq_mul, map_sub, RCLike.re_ofReal_mul, re_star_dot] at h
  linarith

/-- If `Xᴴ S X = 1` and `s` is the smallest eigenvalue of `S`, then the orthogonalising
matrix has squared operator norm exactly `1/s`. -/
theorem orthogonaliser_norm_sq {S X : Matrix n n 𝕜} (hX : Xᴴ * S * X = 1) {s : ℝ}
    (hs : IsLeast (realEigenvalues S) s) : ‖X‖ ^ 2 = 1 / s := by
  have hS := overlap_posDef hX
  have h0 : 0 < s := eigenvalue_pos hS hs.1
  have hq : (0 : ℝ) ≤ 1 / s := by positivity
  apply le_antisymm
  · -- the Rayleigh bound at `X x` gives `s ‖X x‖² ≤ ‖x‖²`
    have hle : ‖X‖ ≤ √(1 / s) := by
      rw [Matrix.l2_opNorm_def]
      refine ContinuousLinearMap.opNorm_le_bound _ (Real.sqrt_nonneg _) fun x => ?_
      change ‖(WithLp.toLp 2 (X *ᵥ x.ofLp) : EuclideanSpace 𝕜 n)‖ ≤ _
      have e : star (X *ᵥ x.ofLp) ⬝ᵥ S *ᵥ (X *ᵥ x.ofLp) = star x.ofLp ⬝ᵥ x.ofLp := by
        rw [Matrix.star_mulVec, ← Matrix.dotProduct_mulVec]
        simp only [Matrix.mulVec_mulVec, ← Matrix.mul_assoc, hX, Matrix.one_mulVec]
      have hr := rayleigh_bound hS.1 hs (X *ᵥ x.ofLp)
      rw [e, re_star_dot] at hr
      refine (pow_le_pow_iff_left₀ (norm_nonneg _) (by positivity) two_ne_zero).1 ?_
      rw [mul_pow, Real.sq_sqrt hq, one_div, ← div_eq_inv_mul, le_div_iff₀ h0, mul_comm]
      exact hr
    calc ‖X‖ ^ 2 ≤ √(1 / s) ^ 2 := by gcongr
      _ = 1 / s := Real.sq_sqrt hq
  · -- the eigenvector of `s` is stretched by `X Xᴴ`, the inverse of `S`
    obtain ⟨v, hv, hSv⟩ := hs.1
    have h1 : X * (Xᴴ * S) = 1 := mul_eq_one_comm.1 hX
    have hv' : (X * Xᴴ) *ᵥ ((s : 𝕜) • v) = v := by
      rw [← hSv, Matrix.mulVec_mulVec, Matrix.mul_assoc, h1, Matrix.one_mulVec]
    have b : ‖(WithLp.toLp 2 ((X * Xᴴ) *ᵥ ((s : 𝕜) • v)) : EuclideanSpace 𝕜 n)‖ ≤
        ‖X * Xᴴ‖ * ‖(WithLp.toLp 2 ((s : 𝕜) • v) : EuclideanSpace 𝕜 n)‖ :=
      Matrix.l2_opNorm_mulVec (X * Xᴴ) (WithLp.toLp 2 ((s : 𝕜) • v))
    rw [hv', WithLp.toLp_smul, norm_smul, RCLike.norm_ofReal, abs_of_pos h0] at b
    have hp : 0 < ‖(WithLp.toLp 2 v : EuclideanSpace 𝕜 n)‖ :=
      norm_pos_iff.2 fun h => hv (congrArg WithLp.ofLp h)
    have c : ‖X * Xᴴ‖ ≤ ‖X‖ * ‖X‖ := by
      simpa only [Matrix.l2_opNorm_conjTranspose] using Matrix.l2_opNorm_mul X Xᴴ
    have d : 1 ≤ ‖X * Xᴴ‖ * s := by
      refine le_of_mul_le_mul_right ?_ hp
      linarith
    rw [div_le_iff₀ h0]
    calc 1 ≤ ‖X * Xᴴ‖ * s := d
      _ ≤ ‖X‖ * ‖X‖ * s := by gcongr
      _ = ‖X‖ ^ 2 * s := by ring

/-- The identity matrix on a nonempty basis has operator norm one. -/
theorem norm_identity [Nonempty n] : ‖(1 : Matrix n n 𝕜)‖ = 1 := by
  have h := Matrix.l2_opNorm_conjTranspose_mul_self (1 : Matrix n n 𝕜)
  rw [Matrix.conjTranspose_one, Matrix.one_mul] at h
  have h0 : ‖(1 : Matrix n n 𝕜)‖ ≠ 0 := norm_ne_zero_iff.2 one_ne_zero
  exact mul_left_cancel₀ h0 (by linarith)

/-- If `Xᴴ S X = 1` and `s` is the smallest eigenvalue of `S`, a Fock-matrix error `E` has
norm at most `‖E‖/s` in the orthonormal basis, with equality when `E` is the identity. -/
theorem fock_noise_amplification {S X : Matrix n n 𝕜} (hX : Xᴴ * S * X = 1) {s : ℝ}
    (hs : IsLeast (realEigenvalues S) s) :
    (∀ E : Matrix n n 𝕜, ‖Xᴴ * E * X‖ ≤ ‖E‖ / s) ∧
      ‖Xᴴ * 1 * X‖ = ‖(1 : Matrix n n 𝕜)‖ / s := by
  have hN := orthogonaliser_norm_sq hX hs
  constructor
  · intro E
    calc ‖Xᴴ * E * X‖ ≤ ‖Xᴴ * E‖ * ‖X‖ := Matrix.l2_opNorm_mul _ _
      _ ≤ ‖Xᴴ‖ * ‖E‖ * ‖X‖ := by
        gcongr
        exact Matrix.l2_opNorm_mul _ _
      _ = ‖E‖ * ‖X‖ ^ 2 := by rw [Matrix.l2_opNorm_conjTranspose]; ring
      _ = ‖E‖ / s := by rw [hN]; ring
  · obtain ⟨v, hv, -⟩ := hs.1
    obtain ⟨i, -⟩ := Function.ne_iff.1 hv
    have : Nonempty n := ⟨i⟩
    rw [Matrix.mul_one, Matrix.l2_opNorm_conjTranspose_mul_self, norm_identity, ← hN, sq]

/-- Let `Xᴴ S X = 1`, with `s` the smallest eigenvalue of `S`, and let `ε ≥ 0`. All Fock-matrix
errors of norm at most `ε` stay within `τ` in the orthonormal basis exactly when `ε ≤ s τ`. -/
theorem fock_tolerance_iff {S X : Matrix n n 𝕜} (hX : Xᴴ * S * X = 1) {s ε τ : ℝ}
    (hs : IsLeast (realEigenvalues S) s) (hε : 0 ≤ ε) :
    (∀ E : Matrix n n 𝕜, ‖E‖ ≤ ε → ‖Xᴴ * E * X‖ ≤ τ) ↔ ε ≤ s * τ := by
  have h0 : 0 < s := eigenvalue_pos (overlap_posDef hX) hs.1
  obtain ⟨hb, he⟩ := fock_noise_amplification hX hs
  constructor
  · intro h
    obtain ⟨v, hv, -⟩ := hs.1
    obtain ⟨i, -⟩ := Function.ne_iff.1 hv
    have : Nonempty n := ⟨i⟩
    -- the bound is attained at `ε` times the identity matrix
    have h2 := h ((ε : 𝕜) • 1) (by
      rw [norm_smul, RCLike.norm_ofReal, abs_of_nonneg hε, norm_identity, mul_one])
    rw [Matrix.mul_smul, Matrix.smul_mul, norm_smul, RCLike.norm_ofReal,
      abs_of_nonneg hε, he, norm_identity, mul_one_div, div_le_iff₀ h0] at h2
    linarith
  · intro h E hE
    refine (hb E).trans ((div_le_iff₀ h0).2 ?_)
    linarith

/-- Overlap matrix of two normalised real basis functions with mutual overlap `σ`. -/
def pairOverlap (σ : ℝ) : Matrix (Fin 2) (Fin 2) ℝ := !![1, σ; σ, 1]

/-- Normalised sum and difference of the two functions, as columns, for `-1 < σ < 1`. -/
def pairOrthogonaliser (σ : ℝ) : Matrix (Fin 2) (Fin 2) ℝ :=
  !![(√(2 * (1 + σ)))⁻¹, (√(2 * (1 - σ)))⁻¹; (√(2 * (1 + σ)))⁻¹, -(√(2 * (1 - σ)))⁻¹]

/-- For two functions with overlap `0 ≤ σ < 1`, the sum and difference orthogonalise the basis, the
smallest overlap eigenvalue is `1 - σ`, and the transformed identity has norm `1/(1 - σ)`. -/
theorem fock_noise_amplification_witness {σ : ℝ} (h0 : 0 ≤ σ) (h1 : σ < 1) :
    (pairOrthogonaliser σ)ᴴ * pairOverlap σ * pairOrthogonaliser σ = 1 ∧
      IsLeast (realEigenvalues (pairOverlap σ)) (1 - σ) ∧
      ‖(pairOrthogonaliser σ)ᴴ * 1 * pairOrthogonaliser σ‖ = 1 / (1 - σ) := by
  have inv_sq : ∀ t : ℝ, 0 < t → (√t)⁻¹ * (√t)⁻¹ * t = 1 := fun t ht => by
    rw [← mul_inv, Real.mul_self_sqrt ht.le, inv_mul_cancel₀ ht.ne']
  have hX : (pairOrthogonaliser σ)ᴴ * pairOverlap σ * pairOrthogonaliser σ = 1 := by
    have ha := inv_sq (2 * (1 + σ)) (by linarith)
    have hb := inv_sq (2 * (1 - σ)) (by linarith)
    unfold pairOrthogonaliser pairOverlap
    generalize (√(2 * (1 + σ)))⁻¹ = a at *
    generalize (√(2 * (1 - σ)))⁻¹ = b at *
    have ht : (!![a, b; a, -b] : Matrix (Fin 2) (Fin 2) ℝ)ᴴ = !![a, a; b, -b] := by
      ext i j
      fin_cases i <;> fin_cases j <;> simp
    have key : ∀ p q r t : ℝ, p = 1 → q = 0 → r = 0 → t = 1 →
        (!![p, q; r, t] : Matrix (Fin 2) (Fin 2) ℝ) = 1 := by
      rintro _ _ _ _ rfl rfl rfl rfl
      exact Matrix.one_fin_two.symm
    rw [ht, Matrix.mul_fin_two, Matrix.mul_fin_two]
    refine key _ _ _ _ ?_ ?_ ?_ ?_
    · linear_combination ha
    · ring
    · ring
    · linear_combination hb
  have hs : IsLeast (realEigenvalues (pairOverlap σ)) (1 - σ) := by
    constructor
    · refine ⟨![1, -1], fun h => by simpa using congrFun h 0, ?_⟩
      ext i
      fin_cases i <;> simp [pairOverlap, Matrix.mulVec, dotProduct, Fin.sum_univ_two] <;> ring
    · rintro μ ⟨v, hv, h⟩
      have e0 : v 0 + σ * v 1 = μ * v 0 := by
        simpa [pairOverlap, Matrix.mulVec, dotProduct, Fin.sum_univ_two] using congrFun h 0
      have e1 : σ * v 0 + v 1 = μ * v 1 := by
        simpa [pairOverlap, Matrix.mulVec, dotProduct, Fin.sum_univ_two] using congrFun h 1
      by_contra hlt
      have hμ : μ < 1 - σ := lt_of_not_ge hlt
      -- below `1 - σ` both the sum and the difference of the coefficients vanish
      have p : v 0 + v 1 = 0 :=
        (mul_eq_zero.1 (show (1 + σ - μ) * (v 0 + v 1) = 0 by
          linear_combination e0 + e1)).resolve_left (by linarith)
      have m : v 0 - v 1 = 0 :=
        (mul_eq_zero.1 (show (1 - σ - μ) * (v 0 - v 1) = 0 by
          linear_combination e0 - e1)).resolve_left (by linarith)
      apply hv
      ext i
      fin_cases i
      · change v 0 = 0
        linarith
      · change v 1 = 0
        linarith
  refine ⟨hX, hs, ?_⟩
  rw [(fock_noise_amplification hX hs).2, norm_identity]

end

end FockNoiseAmplification
```

```lean
#print axioms FockNoiseAmplification.fock_noise_amplification
#print axioms FockNoiseAmplification.fock_tolerance_iff
```

```
'FockNoiseAmplification.fock_noise_amplification' depends on axioms: [propext, Classical.choice, Quot.sound]
'FockNoiseAmplification.fock_tolerance_iff' depends on axioms: [propext, Classical.choice, Quot.sound]
```

## How the lemmas build the bound

`overlap_posDef` forms Z as `Xᴴ * S` and proves S = ZᴴZ; `eigenvalue_pos` then gives s > 0. The auxiliary `re_star_dot` identifies v†v with the squared Euclidean norm.

`rayleigh_bound` replaces the expansion in eigenvectors by the matrix S − s1. Each of its eigenvalues, raised by s, is an eigenvalue of S and so at least s. The shifted matrix is therefore positive semidefinite, which is the Rayleigh bound.

`orthogonaliser_norm_sq` joins the two inequalities for ‖X‖² with `le_antisymm`. The `calc` block of `fock_noise_amplification` is the chain of norm inequalities above, and `norm_identity` supplies ‖1‖ = 1. `fock_tolerance_iff` inserts E = ε1 for the necessary direction.

In `fock_noise_amplification_witness`, adding and subtracting the two eigenvalue equations shows that an eigenvalue below 1 − σ would force both coefficients to vanish.

## What is assumed, and how far the bound reaches

The type `𝕜` stands for ℝ or ℂ, and `n` is a finite set of basis functions. The norm is the operator norm, not the Frobenius norm or the largest element. The largest element can grow by more than 1/s: for the two functions above, the error with rows (ε, −ε) and (−ε, ε), ε > 0, gives an element 2ε/(1 − σ). `realEigenvalues S` is the set of real μ with Sv = μv for some nonzero v, and `IsLeast` says that s is its smallest member. The hypothesis `hX` is XᴴSX = 1, which holds here without rounding error; positive definiteness of S is derived from it.

The step left to the user is from a screening threshold or grid setting to a value of ‖E‖.

The factor 1/s is a worst case, and a particular error may grow far less. The error E = cS, a constant shift of all orbital energies by c, becomes c1 whatever s is. The error E = ε1 with ε > 0, which attains the bound, is such a shift only if S is a multiple of the identity. The theorems bound one transformation of one error, and say nothing about whether the SCF cycle converges.

Many codes discard overlap eigenvectors with small eigenvalues, which makes X rectangular. If its columns are uₖ/√sₖ for the retained orthonormal eigenvectors uₖ, then XᴴX is diagonal with entries 1/sₖ, and the same norm argument gives

‖XᴴEX‖ ≤ ‖E‖/s_c,

where s_c is the smallest retained eigenvalue, again with equality at E = 1. This rectangular case rests on the argument just given, as the Lean theorems take X square.
